# Fermi smearing caps the paramagnetic response factor of near-degenerate levels

A one-electron level of energy E has the Fermi occupation

f(E) = 1/(1 + exp((E − μ)/s)),

where μ is the chemical potential and s is the smearing width, an energy (k_B T for electrons at temperature T). In Lean this is `fermi μ s E`, with real arguments.

```lean
import Mathlib

open Filter Topology

namespace SmearedRamseyShielding

noncomputable section

/-- The Fermi occupation of a level of energy `E`, with chemical potential `μ` and
smearing width `s ≠ 0`. -/
def fermi (μ s E : ℝ) : ℝ := 1 / (1 + Real.exp ((E - μ) / s))
```

In the paramagnetic part of Ramsey's nuclear shielding, an excitation from an occupied level a to an empty level b is weighted by the inverse excitation energy, which diverges as the gap closes. With smeared occupations the weight becomes

R(a,b) = (f(a) − f(b))/(b − a).

```lean
/-- The smeared paramagnetic response factor of two levels `a ≠ b`: the difference of their
occupations divided by the excitation energy, for smearing width `s ≠ 0`. -/
def responseFactor (μ s a b : ℝ) : ℝ := (fermi μ s a - fermi μ s b) / (b - a)
```

For finitely many levels ε_i, the sum over pairs is

P = Σ R(ε_i, ε_j) Re(L_ij M_ji), over pairs with ε_i < ε_j.

L holds the couplings to the external field and M those to the nuclear moment (M is not a magnetisation). Both may be any complex matrices, so terms of either sign occur. The overall sign and the constant prefactors, numerical and physical, are omitted.

```lean
/-- The paramagnetic sum over pairs of distinct levels, without sign and physical constants.
`L` and `M` hold the matrix elements of the couplings to the external field and to the nuclear
moment, and the smearing width is `s ≠ 0`. -/
def paramagneticSum {ι : Type*} [Fintype ι] (μ s : ℝ) (ε : ι → ℝ) (L M : Matrix ι ι ℂ) : ℝ :=
  ∑ i, ∑ j, if ε i < ε j then responseFactor μ s (ε i) (ε j) * (L i j * M j i).re else 0
```

This is a non-interacting model with given levels and μ. Identifying P with the paramagnetic shielding of a real system is a further step: in general, the self-consistent response and the terms within a degenerate level also contribute.

## (a) Partial occupation

Show that every level is partly filled:

0 < f(E) < 1.

**Solution.** The exponential is positive, so the denominator exceeds 1 and its reciprocal lies between 0 and 1.

```lean
/-- Every Fermi occupation lies strictly between zero and one. -/
theorem fermi_mem_Ioo (μ s E : ℝ) : 0 < fermi μ s E ∧ fermi μ s E < 1 := by
  have he := Real.exp_pos ((E - μ) / s)
  unfold fermi
  refine ⟨by positivity, ?_⟩
  rw [div_lt_one (by positivity)]
  linarith
```

## (b) Order of the occupations

For s > 0 and a < b, show that the higher level is emptier:

f(b) < f(a).

**Solution.** Dividing by s > 0 keeps the order, so (a − μ)/s < (b − μ)/s. The exponential also keeps it, and taking reciprocals reverses it.

The condition s ≠ 0 would not be enough. With s = −1, μ = 0, a = −1 and b = 1, f(a) ≈ 0.27 and f(b) ≈ 0.73, so R is negative.

```lean
/-- For positive smearing width, the higher of two levels has the smaller occupation. -/
theorem fermi_lt_fermi {μ s a b : ℝ} (hs : 0 < s) (hab : a < b) :
    fermi μ s b < fermi μ s a := by
  have h : Real.exp ((a - μ) / s) < Real.exp ((b - μ) / s) :=
    Real.exp_lt_exp.2 (div_lt_div_of_pos_right (by linarith) hs)
  have ha := Real.exp_pos ((a - μ) / s)
  exact one_div_lt_one_div_of_lt (by linarith) (by linarith)
```

## (c) Slope of the occupation

For s ≠ 0, show that

d(s f)/dE = −f(1 − f).

**Solution.** Write e = exp((E − μ)/s), so that de/dE = e/s. The quotient rule gives

d/dE [s/(1 + e)] = −e/(1 + e)².

Since f = 1/(1 + e) and 1 − f = e/(1 + e), this is −f(1 − f). In Lean, `key` carries out this algebra.

```lean
/-- For nonzero width `s`, the energy derivative of `s` times the occupation `f` is
`-f (1 - f)`. -/
theorem hasDerivAt_fermi {s : ℝ} (hs : s ≠ 0) (μ E : ℝ) :
    HasDerivAt (fun x => s * fermi μ s x) (-(fermi μ s E * (1 - fermi μ s E))) E := by
  have hne : 1 + Real.exp ((E - μ) / s) ≠ 0 := by positivity
  have h1 : HasDerivAt (fun x : ℝ => (x - μ) / s) (1 / s) E :=
    ((hasDerivAt_id' E).sub_const μ).div_const s
  have h2 : HasDerivAt (fun x : ℝ => 1 + Real.exp ((x - μ) / s))
      (Real.exp ((E - μ) / s) * (1 / s)) E := h1.exp.const_add 1
  have hfun : (fun x => s * fermi μ s x) = fun x => s / (1 + Real.exp ((x - μ) / s)) := by
    funext x
    rw [fermi, mul_one_div]
  -- the quotient rule, rewritten in terms of the occupation
  have key : ∀ e : ℝ, 1 + e ≠ 0 → (0 * (1 + e) - s * (e * (1 / s))) / (1 + e) ^ 2
      = -(1 / (1 + e) * (1 - 1 / (1 + e))) := by
    intro e he
    have h3 : s * (e * (1 / s)) = e := by field_simp
    have h4 : 1 - 1 / (1 + e) = e / (1 + e) := by
      rw [eq_div_iff he, sub_mul, one_div_mul_cancel he]
      ring
    rw [h3, h4, div_mul_div_comm, ← neg_div, pow_two]
    congr 1
    ring
  rw [hfun]
  exact ((hasDerivAt_const E s).fun_div h2 hne).congr_deriv (key _ hne)
```

## (d) A bound on the drop between two levels

For s > 0 and a < b, show that

f(a) − f(b) < (b − a)/(4s).

**Solution.** Let G(E) = s f(E) + E/4. By (c),

G′ = 1/4 − f + f² = (f − 1/2)².

This vanishes only where the exponential equals 1, at E = μ. So G increases strictly on each side of μ, and hence everywhere. Rearranging G(a) < G(b) gives the claim.

In Lean, `hpos` shows that the slope is positive away from μ, and `hmono` joins the two half-lines.

```lean
/-- For positive width `s`, the occupation drops between two levels `a < b` by strictly less
than `(b - a) / (4 s)`. -/
theorem occupation_drop_lt {μ s a b : ℝ} (hs : 0 < s) (hab : a < b) :
    fermi μ s a - fermi μ s b < (b - a) / (4 * s) := by
  have hG : ∀ E, HasDerivAt (fun x => s * fermi μ s x + x / 4)
      (-(fermi μ s E * (1 - fermi μ s E)) + 1 / 4) E := fun E =>
    (hasDerivAt_fermi hs.ne' μ E).fun_add ((hasDerivAt_id' E).div_const 4)
  have hcont : Continuous (fun x => s * fermi μ s x + x / 4) :=
    continuous_iff_continuousAt.2 fun E => (hG E).continuousAt
  -- the derivative is the square of `f - 1/2`, which vanishes only at `μ`
  have hpos : ∀ E, E ≠ μ → 0 < deriv (fun x => s * fermi μ s x + x / 4) E := by
    intro E hE
    have hhalf : fermi μ s E ≠ 1 / 2 := by
      intro h
      have hne : 1 + Real.exp ((E - μ) / s) ≠ 0 := by positivity
      rw [fermi, div_eq_div_iff hne two_ne_zero] at h
      have h1 : Real.exp ((E - μ) / s) = 1 := by linarith
      rw [Real.exp_eq_one_iff, div_eq_zero_iff] at h1
      rcases h1 with h1 | h1
      · exact hE (sub_eq_zero.1 h1)
      · exact hs.ne' h1
    have hsq : 0 < (fermi μ s E - 1 / 2) ^ 2 :=
      lt_of_le_of_ne (sq_nonneg _) (Ne.symm (pow_ne_zero 2 (sub_ne_zero.2 hhalf)))
    rw [(hG E).deriv]
    nlinarith [hsq]
  have hmono : StrictMono (fun x => s * fermi μ s x + x / 4) := by
    apply StrictMonoOn.Iic_union_Ici (a := μ)
    · refine strictMonoOn_of_deriv_pos (convex_Iic μ) hcont.continuousOn fun E hE => ?_
      rw [interior_Iic] at hE
      exact hpos E (ne_of_lt hE)
    · refine strictMonoOn_of_deriv_pos (convex_Ici μ) hcont.continuousOn fun E hE => ?_
      rw [interior_Ici] at hE
      exact hpos E (ne_of_gt hE)
  have h : s * fermi μ s a + a / 4 < s * fermi μ s b + b / 4 := hmono hab
  rw [lt_div_iff₀ (by positivity)]
  linarith
```

## (e) Two bounds on the response factor

For s > 0 and a < b, show that

0 < R(a,b), R(a,b) < 1/(b − a), R(a,b) < 1/(4s).

**Solution.** Divide three inequalities by b − a > 0: f(a) − f(b) > 0 from (b), f(a) − f(b) < 1 from (a), and the bound in (d).

```lean
/-- For positive width `s` and levels `a < b`, the smeared response factor is positive and
strictly below both `1 / (b - a)` and `1 / (4 s)`. -/
theorem responseFactor_bounds {μ s a b : ℝ} (hs : 0 < s) (hab : a < b) :
    0 < responseFactor μ s a b ∧ responseFactor μ s a b < 1 / (b - a) ∧
      responseFactor μ s a b < 1 / (4 * s) := by
  have hd : 0 < b - a := sub_pos.2 hab
  refine ⟨div_pos (sub_pos.2 (fermi_lt_fermi hs hab)) hd, ?_, ?_⟩
  · have ha := (fermi_mem_Ioo μ s a).2
    have hb := (fermi_mem_Ioo μ s b).1
    exact div_lt_div_of_pos_right (by linarith) hd
  · rw [responseFactor, div_lt_iff₀ hd]
    calc fermi μ s a - fermi μ s b < (b - a) / (4 * s) := occupation_drop_lt hs hab
      _ = 1 / (4 * s) * (b - a) := by ring
```

In a shielding calculation with s = 0.1 eV, take levels 0.005 eV below and above μ. Their unsmeared weight is 100 eV⁻¹; the smeared one is just under 2.5 eV⁻¹. For levels 1 eV below and above μ, the weight stays close to 0.5 eV⁻¹.

## (f) The near-degenerate limit

For s ≠ 0, show that as b → a with b ≠ a,

s R(a,b) → f(a)(1 − f(a)).

**Solution.** s R(a,b) is minus the difference quotient of s f between a and b, so it tends to minus the derivative in (c). The filter `𝓝[≠] a` lets b approach from either side without reaching a.

```lean
/-- For nonzero width `s`, as the level `b` approaches `a`, `s` times the response factor tends
to `f (1 - f)`, where `f` is the occupation of `a`. -/
theorem tendsto_degenerate {s : ℝ} (hs : s ≠ 0) (μ a : ℝ) :
    Tendsto (fun b => s * responseFactor μ s a b) (𝓝[≠] a)
      (𝓝 (fermi μ s a * (1 - fermi μ s a))) := by
  have h := (hasDerivAt_iff_tendsto_slope.1 (hasDerivAt_fermi hs μ a)).neg
  rw [neg_neg] at h
  refine h.congr fun b => ?_
  simp only [slope_def_field, responseFactor]
  ring
```

## (g) Sharpness of the cap

For s ≠ 0, show that as b → μ with b ≠ μ,

s R(μ,b) → 1/4.

**Solution.** f(μ) = 1/(1 + 1) = 1/2; insert this in (f). For s > 0, the constant 1/4 in the cap therefore cannot be lowered.

```lean
/-- For nonzero width `s`, as a level approaches another one at the chemical potential, `s` times
their response factor tends to `1 / 4`. -/
theorem cap_sharp {s : ℝ} (hs : s ≠ 0) (μ : ℝ) :
    Tendsto (fun b => s * responseFactor μ s μ b) (𝓝[≠] μ) (𝓝 (1 / 4)) := by
  have h := tendsto_degenerate hs μ μ
  have hμ : fermi μ s μ = 1 / 2 := by norm_num [fermi]
  have e : (1 / 2 : ℝ) * (1 - 1 / 2) = 1 / 4 := by norm_num
  rw [hμ, e] at h
  exact h
```

## (h) The unsmeared limit

For fixed a < μ < b, show that as s → 0⁺,

R(a,b) → 1/(b − a).

**Solution.** (a − μ)/s → −∞, so f(a) → 1. (b − μ)/s → +∞, so f(b) → 0. In Lean, `hfa` and `hfb` are these two limits.

```lean
/-- For a level `a` below and a level `b` above the chemical potential, the response factor tends
to the inverse excitation energy as the smearing width tends to zero from above. -/
theorem tendsto_unsmeared {μ a b : ℝ} (ha : a < μ) (hb : μ < b) :
    Tendsto (fun s => responseFactor μ s a b) (𝓝[>] 0) (𝓝 (1 / (b - a))) := by
  have hinv : Tendsto (fun s : ℝ => s⁻¹) (𝓝[>] 0) atTop := tendsto_inv_nhdsGT_zero
  -- the lower level fills
  have hfa : Tendsto (fun s => fermi μ s a) (𝓝[>] 0) (𝓝 1) := by
    have h0 : Tendsto (fun s : ℝ => Real.exp ((a - μ) * s⁻¹)) (𝓝[>] 0) (𝓝 0) :=
      Real.tendsto_exp_atBot.comp (hinv.const_mul_atTop_of_neg (sub_neg.2 ha))
    have h := (h0.const_add 1).inv₀ (by norm_num)
    rw [add_zero, inv_one] at h
    exact h.congr fun s => by simp [fermi, div_eq_mul_inv]
  -- the upper level empties
  have hfb : Tendsto (fun s => fermi μ s b) (𝓝[>] 0) (𝓝 0) := by
    have h0 : Tendsto (fun s : ℝ => Real.exp ((b - μ) * s⁻¹)) (𝓝[>] 0) atTop :=
      Real.tendsto_exp_atTop.comp (hinv.const_mul_atTop (sub_pos.2 hb))
    have h := tendsto_inv_atTop_zero.comp (tendsto_atTop_add_const_left _ (1 : ℝ) h0)
    exact h.congr fun s => by simp [fermi, div_eq_mul_inv]
  have h := (hfa.sub hfb).div_const (b - a)
  rw [sub_zero] at h
  exact h
```

## (i) Bound on the whole sum

For s > 0, show that

|P| ≤ (1/(4s)) Σ |L_ij| |M_ji|, over pairs with ε_i < ε_j.

**Solution.** By the triangle inequality, |P| is at most the sum of the moduli of its terms. In each term, 0 < R < 1/(4s) by (e), so |R| < 1/(4s), and |Re(L_ij M_ji)| ≤ |L_ij| |M_ji|. Lean applies the triangle inequality once for each index, then treats the pairs with `split_ifs`.

```lean
/-- For positive width `s`, the paramagnetic sum is at most `1 / (4 s)` times the sum of the
products of the moduli of its matrix elements, in absolute value. -/
theorem abs_paramagneticSum_le {ι : Type*} [Fintype ι] {s : ℝ} (hs : 0 < s) (μ : ℝ)
    (ε : ι → ℝ) (L M : Matrix ι ι ℂ) :
    |paramagneticSum μ s ε L M| ≤
      (∑ i, ∑ j, if ε i < ε j then ‖L i j‖ * ‖M j i‖ else 0) / (4 * s) := by
  unfold paramagneticSum
  simp only [Finset.sum_div]
  refine (Finset.abs_sum_le_sum_abs _ _).trans (Finset.sum_le_sum fun i _ => ?_)
  refine (Finset.abs_sum_le_sum_abs _ _).trans (Finset.sum_le_sum fun j _ => ?_)
  split_ifs with hij
  · -- each pair of levels obeys the cap
    have h := responseFactor_bounds (μ := μ) hs hij
    have hre : |(L i j * M j i).re| ≤ ‖L i j‖ * ‖M j i‖ :=
      (Complex.abs_re_le_norm _).trans_eq (norm_mul _ _)
    rw [abs_mul, abs_of_pos h.1]
    calc responseFactor μ s (ε i) (ε j) * |(L i j * M j i).re|
        ≤ 1 / (4 * s) * (‖L i j‖ * ‖M j i‖) :=
          mul_le_mul h.2.2.le hre (abs_nonneg _) (by positivity)
      _ = ‖L i j‖ * ‖M j i‖ / (4 * s) := by ring
  · simp

end

end SmearedRamseyShielding
```

```lean
#print axioms SmearedRamseyShielding.responseFactor_bounds
#print axioms SmearedRamseyShielding.cap_sharp
#print axioms SmearedRamseyShielding.tendsto_unsmeared
#print axioms SmearedRamseyShielding.abs_paramagneticSum_le
```

```
'SmearedRamseyShielding.responseFactor_bounds' depends on axioms: [propext, Classical.choice, Quot.sound]
'SmearedRamseyShielding.cap_sharp' depends on axioms: [propext, Classical.choice, Quot.sound]
'SmearedRamseyShielding.tendsto_unsmeared' depends on axioms: [propext, Classical.choice, Quot.sound]
'SmearedRamseyShielding.abs_paramagneticSum_le' depends on axioms: [propext, Classical.choice, Quot.sound]
```
